# (x + iy)^l is a harmonic highest-weight polynomial for orbital angular momentum l

For every natural number l, the theorem `highest_weight` states that the complex polynomial (x + iy)^l is nonzero, homogeneous of degree l and harmonic, that L_z multiplies it by l, and that the raising operator L_x + iL_y sends it to zero. In physical terms it is an unnormalised state of orbital angular momentum l with the largest magnetic quantum number, m = l, in units where ħ = 1. The operators are derivations on polynomials in x, y and z, and no inner product enters. The proof writes u = x + iy and reduces each derivative of u^l to a derivative of u by the power rule. For the Laplacian it uses the fact that the gradient of u, (1, i, 0), has square 1 + i² = 0.

This version doesn't compile in Lean 4 with Mathlib:

```lean
import Mathlib

open MvPolynomial
open Complex (I)

namespace HighestWeight

noncomputable section

/-- Complex polynomials in the Cartesian coordinates x = X 0, y = X 1, z = X 2. -/
abbrev Poly := MvPolynomial (Fin 3) ℂ

local notation "∂[" i "]" => (pderiv i : Derivation ℂ Poly Poly)

/-- The angular momentum component L_x = -i (y ∂_z - z ∂_y). -/
def Lx : Derivation ℂ Poly Poly := (-I) • ((X 1 : Poly) • ∂[2] - (X 2 : Poly) • ∂[1])

/-- The angular momentum component L_y = -i (z ∂_x - x ∂_z). -/
def Ly : Derivation ℂ Poly Poly := (-I) • ((X 2 : Poly) • ∂[0] - (X 0 : Poly) • ∂[2])

/-- The angular momentum component L_z = -i (x ∂_y - y ∂_x). -/
def Lz : Derivation ℂ Poly Poly := (-I) • ((X 0 : Poly) • ∂[1] - (X 1 : Poly) • ∂[0])

/-- The raising operator L_plus = L_x + i L_y. -/
def Lplus : Derivation ℂ Poly Poly := Lx + I • Ly

/-- The Laplacian ∂_x² + ∂_y² + ∂_z². -/
def laplacian (f : Poly) : Poly := ∑ i, ∂[i] (∂[i] f)

/-- The linear polynomial u = x + i y. -/
def u : Poly := X 0 + C I * X 1

private lemma hI : (C I : Poly) * C I = -1 := by
  rw [← C_mul, Complex.I_mul_I, map_neg, map_one]

private lemma der_pow (D : Derivation ℂ Poly Poly) (f : Poly) (n : ℕ) :
    D (f ^ n) = (n : Poly) * (f ^ (n - 1) * D f) := by
  rw [D.leibniz_pow]
  simp only [nsmul_eq_mul, smul_eq_mul]

private lemma pow_pred (f : Poly) (n : ℕ) :
    (n : Poly) * (f ^ (n - 1) * f) = n * f ^ n := by
  cases n <;> simp [pow_succ]

private lemma du : ∂[0] u = 1 ∧ ∂[1] u = C I ∧ ∂[2] u = 0 := by
  refine ⟨?_, ?_, ?_⟩ <;> simp [u, pderiv_X]

/-- The components of L act on u = x + i y by L_x u = -z, L_y u = -i z and L_z u = u. -/
theorem L_u : Lx u = -X 2 ∧ Ly u = -(C I * X 2) ∧ Lz u = u := by
  refine ⟨?_, ?_, ?_⟩ <;>
    simp only [Lx, Ly, Lz, Derivation.smul_apply, Derivation.sub_apply, smul_eq_mul,
      smul_eq_C_mul, map_neg, du.1, du.2.1, du.2.2]
  · linear_combination (X 2 : Poly) * hI
  · ring
  · rw [u]
    linear_combination (-X 0 : Poly) * hI

/-- For every l the polynomial (x + i y)^l is a nonzero harmonic polynomial, homogeneous of
degree l, with L_z f = l f and L_plus f = 0. -/
theorem highest_weight (l : ℕ) :
    u ^ l ≠ 0 ∧ (u ^ l).IsHomogeneous l ∧ laplacian (u ^ l) = 0 ∧
      Lz (u ^ l) = (l : ℂ) • u ^ l ∧ Lplus (u ^ l) = 0 := by
  refine ⟨?_, ?_, ?_, ?_, ?_⟩
  · -- the value at the point (1, 0, 0) is 1
    intro h
    have h1 := congrArg (eval ![1, 0, 0]) h
    simp [u] at h1
  · have h : u.IsHomogeneous 1 := (isHomogeneous_X ℂ 0).add (isHomogeneous_C_mul_X I 1)
    simpa using h.pow l
  · -- the gradient (1, i, 0) of u has square zero
    simp only [laplacian, Fin.sum_univ_three, der_pow, du.1, du.2.1, du.2.2, mul_one, mul_zero,
      map_zero, Derivation.leibniz, Derivation.map_natCast, derivation_C, smul_eq_mul]
    linear_combination ((l : Poly) * ((l - 1 : ℕ) : Poly) * u ^ (l - 1 - 1)) * hI
  · rw [der_pow, L_u.2.2, pow_pred, smul_eq_C_mul, map_natCast]
  · have h : Lplus u = 0 := by
      simp only [Lplus, Derivation.add_apply, Derivation.smul_apply, L_u.1, L_u.2.1,
        smul_eq_C_mul]
      linear_combination (-X 2 : Poly) * hI
    rw [der_pow, h, mul_zero, mul_zero]

end

end HighestWeight
```

The compiler's answer:

```
Main.lean:73:4: error: ring failed, ring expressions not equal
l : ℕ
⊢ ↑l * u ^ (l - 1) * (pderiv 0) 1 = 0
```

Diagnosis. The one error is in the Laplacian part. The goal left by `ring` contains `(pderiv 0) 1`, the x-derivative of the constant 1. This is zero, but `ring` does not know the rules of differentiation and treats it as an unknown quantity.

The term arises because `simp only` works inside the sum over `i` before splitting it into three terms. There the product rule produces the second derivative `∂[i] (∂[i] u)`. Once the sum is split, the first derivatives of `u` become 1, `C I` and 0, each still to be differentiated once more. The list has `derivation_C` for `C I` and `map_zero` for 0, but nothing that fits the literal `1`: `derivation_C` expects the form `C a`, and `Derivation.map_natCast` expects a cast natural number.

The repair adds `Derivation.map_one_eq_zero`, which says that a derivation sends 1 to 0. The leftover term vanishes, and the unchanged `linear_combination` closes the goal using `hI`, the identity i² = −1. Moving `derivation_C` to a new line is only layout.

Lean accepts the file once it reads:

```diff
@@ -70,5 +70,6 @@
   · -- the gradient (1, i, 0) of u has square zero
     simp only [laplacian, Fin.sum_univ_three, der_pow, du.1, du.2.1, du.2.2, mul_one, mul_zero,
-      map_zero, Derivation.leibniz, Derivation.map_natCast, derivation_C, smul_eq_mul]
+      map_zero, Derivation.leibniz, Derivation.map_natCast, Derivation.map_one_eq_zero,
+      derivation_C, smul_eq_mul]
     linear_combination ((l : Poly) * ((l - 1 : ℕ) : Poly) * u ^ (l - 1 - 1)) * hI
   · rw [der_pow, L_u.2.2, pow_pred, smul_eq_C_mul, map_natCast]
```
